# The Jaynes–Cummings exchange coupling squares to the excitation number exactly when $ab-ba=1$

A spin one-half with level splitting $\omega_0$ exchanges single quanta with one boson mode of frequency $\omega$, at coupling strength $g$. The energies and stationary states are sought. Units have $\hbar=1$, the upper spin component is spin up, $a$ removes a boson, and $b$ stands for the textbook $a^\dagger$.

```lean
import Mathlib

open Matrix

namespace JaynesCummings

noncomputable section
```

An operator of the joint system is a 2×2 matrix over the complex algebra $A$ of boson operators.

```lean
/-- Operators of a spin one-half coupled to a boson: two-by-two matrices whose entries are
boson operators. -/
abbrev SpinOp (A : Type*) := Matrix (Fin 2) (Fin 2) A

variable {A : Type*} [Ring A] [Algebra ℂ A]

/-- The Pauli matrix `σ_z`, with entries in the boson algebra. -/
def sigmaZ (A : Type*) [Ring A] : SpinOp A := !![1, 0; 0, -1]

/-- The boson number `ba`, acting as the identity on the spin. -/
def bosonNumber (a b : A) : SpinOp A := !![b * a, 0; 0, b * a]
```

The coupling $V$ raises the spin while absorbing a boson, or lowers it while emitting one. Counter-rotating terms are absent.

```lean
/-- The exchange coupling `V`: the spin goes up with `a` and down with `b`. -/
def coupling (a b : A) : SpinOp A := !![0, a; b, 0]
```

The excitation number $N$ counts the bosons, plus one if the spin is up.

```lean
/-- The excitation number `N = ba I + (I + σ_z)/2`. -/
def excitation (a b : A) : SpinOp A :=
  bosonNumber a b + (1 / 2 : ℂ) • (1 + sigmaZ A)
```

The operator $K=\tfrac d2\sigma_z+gV$ will be used with detuning $d=\omega_0-\omega$; many texts use the opposite sign.

```lean
/-- The detuned coupling `K = d σ_z/2 + g V`. -/
def detuned (d g : ℂ) (a b : A) : SpinOp A :=
  (d / 2) • sigmaZ A + g • coupling a b

/-- The Jaynes-Cummings Hamiltonian `H = ω ba I + (ω₀/2) σ_z + g V`. -/
def hamiltonian (ω ω₀ g : ℂ) (a b : A) : SpinOp A :=
  ω • bosonNumber a b + (ω₀ / 2) • sigmaZ A + g • coupling a b
```

## The boson relation $ab-ba=1$

This relation makes $a$ and $b$ ladder operators of a boson. By hand, it enters at one place. Matrix multiplication and the definition of $N$ give
$$V^2=\begin{pmatrix}ab&0\\0&ba\end{pmatrix},\qquad N=\begin{pmatrix}ba+1&0\\0&ba\end{pmatrix}.$$
The lower entries always agree; the upper ones agree exactly when $ab=ba+1$.

```lean
/-- The excitation number is diagonal in the spin, with entries `ba + 1` and `ba`. -/
theorem excitation_eq (a b : A) : excitation a b = !![b * a + 1, 0; 0, b * a] := by
  ext i j
  fin_cases i <;> fin_cases j
  · show b * a + (1 / 2 : ℂ) • ((1 : A) + 1) = b * a + 1
    module
  all_goals simp [excitation, bosonNumber, sigmaZ]
```

In Lean, `ext i j` and `fin_cases` compare matrices entry by entry. The forward direction below reads off the upper left entry.

```lean
/-- The square of the exchange coupling is the excitation number exactly when
`ab - ba = 1`. -/
theorem coupling_sq_iff (a b : A) :
    coupling a b ^ 2 = excitation a b ↔ a * b - b * a = 1 := by
  have hV : coupling a b ^ 2 = !![a * b, 0; 0, b * a] := by
    rw [pow_two]
    ext i j
    fin_cases i <;> fin_cases j <;> simp [coupling, Matrix.mul_apply, Fin.sum_univ_two]
  rw [hV, excitation_eq]
  constructor
  · intro h
    -- compare the upper left entries
    have h0 : a * b = b * a + 1 := by
      simpa using congrArg (fun M : SpinOp A => M 0 0) h
    rw [h0, add_sub_cancel_left]
  · intro h
    rw [sub_eq_iff_eq_add'.1 h]
```

The next identity needs no relation between $a$ and $b$:
$$\sigma_zV=\begin{pmatrix}0&a\\-b&0\end{pmatrix}=-V\sigma_z .$$

```lean
omit [Algebra ℂ A] in
/-- The exchange coupling flips the spin, so it anticommutes with `σ_z`. -/
theorem sigmaZ_anticomm_coupling (a b : A) :
    sigmaZ A * coupling a b + coupling a b * sigmaZ A = 0 := by
  ext i j
  fin_cases i <;> fin_cases j <;>
    simp [sigmaZ, coupling]
```

Given the relation, $N=V^2$ commutes with $V$, as any square commutes with its root. It commutes with $\sigma_z$ because both are diagonal, with entries $\pm1$ in $\sigma_z$. The proof rewrites $N$ as $V^2$ in the same way.

```lean
/-- If `ab - ba = 1`, the excitation number commutes with the exchange coupling and
with `σ_z`. -/
theorem excitation_commute {a b : A} (h : a * b - b * a = 1) :
    Commute (excitation a b) (coupling a b) ∧ Commute (excitation a b) (sigmaZ A) := by
  constructor
  · rw [← (coupling_sq_iff a b).2 h]
    exact (Commute.refl _).pow_left 2
  · rw [excitation_eq]
    show _ * _ = _ * _
    ext i j
    fin_cases i <;> fin_cases j <;> simp [sigmaZ, Matrix.mul_apply, Fin.sum_univ_two]
```

For the square of $K$, use $\sigma_z^2=1$:
$$K^2=\frac{d^2}{4}\sigma_z^2+\frac{dg}{2}(\sigma_zV+V\sigma_z)+g^2V^2=\frac{d^2}{4}+g^2N .$$
The step `hexp` is this expansion, with `module` collecting the scalar coefficients. The anticommutator then vanishes, and the relation replaces $V^2$ by $N$.

```lean
/-- If `ab - ba = 1`, then `(d σ_z/2 + g V)² = d²/4 + g² N`. -/
theorem detuned_sq {a b : A} (h : a * b - b * a = 1) (d g : ℂ) :
    detuned d g a b ^ 2 = (d ^ 2 / 4) • (1 : SpinOp A) + g ^ 2 • excitation a b := by
  have hs : sigmaZ A * sigmaZ A = 1 := by
    ext i j
    fin_cases i <;> fin_cases j <;> simp [sigmaZ, Matrix.mul_apply, Fin.sum_univ_two]
  have hexp : detuned d g a b ^ 2 = (d ^ 2 / 4) • (sigmaZ A * sigmaZ A)
      + (d / 2 * g) • (sigmaZ A * coupling a b + coupling a b * sigmaZ A)
      + g ^ 2 • (coupling a b * coupling a b) := by
    rw [pow_two (detuned d g a b)]
    simp only [detuned, add_mul, mul_add, smul_mul_assoc, mul_smul_comm]
    module
  -- the cross terms cancel by anticommutation
  rw [hexp, hs, sigmaZ_anticomm_coupling, smul_zero, add_zero,
    ← pow_two (coupling a b), (coupling_sq_iff a b).2 h]
```

Without the relation this can fail. Take $a=b=1$ in $A=\mathbb C$, so that $ab-ba=0$. Then $V^2=1$ but $N=\mathrm{diag}(2,1)$, and
$$NV=\begin{pmatrix}0&2\\1&0\end{pmatrix}\neq\begin{pmatrix}0&1\\2&0\end{pmatrix}=VN .$$
With $d=0$ and $g=1$, the formula for $K^2$ fails too.

The Hamiltonian splits for any $a,b$. Since $N-\tfrac12=ba+\tfrac12\sigma_z$,
$$\omega(N-\tfrac12)+\frac{\omega_0-\omega}{2}\sigma_z+gV=\omega\,ba+\frac{\omega_0}{2}\sigma_z+gV=H .$$

```lean
/-- The Hamiltonian is `ω (N - 1/2)` plus the detuned coupling with `d = ω₀ - ω`. -/
theorem hamiltonian_eq (ω ω₀ g : ℂ) (a b : A) :
    hamiltonian ω ω₀ g a b =
      ω • (excitation a b - (1 / 2 : ℂ) • (1 : SpinOp A)) + detuned (ω₀ - ω) g a b := by
  unfold hamiltonian excitation detuned
  module
```

Both parts commute with $N$ once $ab-ba=1$, so $H$ conserves the excitation number.

```lean
/-- If `ab - ba = 1`, the Jaynes-Cummings Hamiltonian conserves the excitation number. -/
theorem excitation_conserved {a b : A} (h : a * b - b * a = 1) (ω ω₀ g : ℂ) :
    Commute (excitation a b) (hamiltonian ω ω₀ g a b) := by
  have hK : Commute (excitation a b) (detuned (ω₀ - ω) g a b) := by
    unfold detuned
    exact ((excitation_commute h).2.smul_right _).add_right
      ((excitation_commute h).1.smul_right _)
  rw [hamiltonian_eq]
  exact (((Commute.refl _).sub_right ((Commute.one_right _).smul_right _)).smul_right _).add_right
    hK
```

## A nonzero state with definite $N$ and $H$

States are vectors of a complex vector space `M` on which the operators act. `IsScalarTower` says that $(cT)\psi=c(T\psi)$ for a number $c$ and an operator $T$: a coefficient in the Hamiltonian and a factor on a state are the same kind of number. If factors on states acted through complex conjugation instead, $g=0$ and $\omega=\omega_0=i$ would give $E=-i(n-\tfrac12)$, which violates the energy formula for $n\ne\tfrac12$.

The hypotheses `hN` and `hH` say $N\psi=n\psi$ and $H\psi=E\psi$. Put $e=E-\omega(n-\tfrac12)$. The splitting of $H$ gives $K\psi=e\psi$, hence
$$e^2\psi=K^2\psi=\left(\frac{(\omega_0-\omega)^2}{4}+g^2n\right)\psi .$$
Since $\psi\neq0$, the coefficients agree. In the proof, `hK` is the eigenvalue equation for $K$, `h1` and `h2` are the two evaluations of $K^2\psi$, and `smul_left_injective` cancels $\psi$.

```lean
variable {M : Type*} [AddCommGroup M] [Module ℂ M] [Module (SpinOp A) M]
  [IsScalarTower ℂ (SpinOp A) M]

/-- Let `ab - ba = 1`. A nonzero state with excitation number `n` and energy `E` obeys
`(E - ω (n - 1/2))² = (ω₀ - ω)²/4 + g² n`. -/
theorem dressed_energy {a b : A} (h : a * b - b * a = 1) {ω ω₀ g n E : ℂ} {ψ : M}
    (hψ : ψ ≠ 0) (hN : excitation a b • ψ = n • ψ)
    (hH : hamiltonian ω ω₀ g a b • ψ = E • ψ) :
    (E - ω * (n - 1 / 2)) ^ 2 = (ω₀ - ω) ^ 2 / 4 + g ^ 2 * n := by
  have hsq := detuned_sq h (ω₀ - ω) g
  rw [hamiltonian_eq, add_smul, smul_assoc, sub_smul, smul_assoc, one_smul, hN] at hH
  generalize detuned (ω₀ - ω) g a b = K at hsq hH
  obtain ⟨e, he⟩ : ∃ e, e = E - ω * (n - 1 / 2) := ⟨_, rfl⟩
  -- the state is an eigenvector of the detuned coupling
  have hK : K • ψ = e • ψ := by
    rw [eq_sub_of_add_eq' hH, he]
    module
  have h1 : K ^ 2 • ψ = e ^ 2 • ψ := by
    rw [pow_two K, mul_smul, hK, smul_comm K e ψ, hK, smul_smul, pow_two e]
  have h2 : K ^ 2 • ψ = ((ω₀ - ω) ^ 2 / 4 + g ^ 2 * n) • ψ := by
    rw [hsq, add_smul, smul_assoc, smul_assoc, one_smul, hN, smul_smul, ← add_smul]
  rw [← he]
  exact smul_left_injective ℂ hψ (h1.symm.trans h2)
```

The zero vector satisfies both eigenvalue equations for every $E$, so it fixes no energy. Without `hN`, the number $n$ is unrelated to $\psi$; without `hH`, the same is true of $E$.

## A starting state and a root $\Omega$

Conversely, let $N\varphi=n\varphi$ and $\Omega^2=(\omega_0-\omega)^2/4+g^2n$. For real parameters and a boson state with $n\ge1$, $\Omega$ is plus or minus half the splitting of the dressed pair, whereas many texts give that letter to the full splitting. Set $\chi=K\varphi+\Omega\varphi$. Then
$$K\chi=K^2\varphi+\Omega K\varphi=\Omega^2\varphi+\Omega K\varphi=\Omega\chi .$$
Because $N$ commutes with $K$, also $N\chi=n\chi$. Therefore $H\chi=[\omega(n-\tfrac12)+\Omega]\chi$. The steps `hKχ` and `hNχ` are these two equations.

```lean
/-- Let `ab - ba = 1`, let `φ` have excitation number `n`, and let
`Ω² = (ω₀ - ω)²/4 + g² n`. Then `Kφ + Ωφ`, with `K` the detuned coupling for `d = ω₀ - ω`,
solves the eigenvalue equation of the Hamiltonian with energy `ω (n - 1/2) + Ω`. -/
theorem dressed_state {a b : A} (h : a * b - b * a = 1) {ω ω₀ g n Ω : ℂ} {φ : M}
    (hN : excitation a b • φ = n • φ) (hΩ : Ω ^ 2 = (ω₀ - ω) ^ 2 / 4 + g ^ 2 * n) :
    hamiltonian ω ω₀ g a b • (detuned (ω₀ - ω) g a b • φ + Ω • φ) =
      (ω * (n - 1 / 2) + Ω) • (detuned (ω₀ - ω) g a b • φ + Ω • φ) := by
  have hsq := detuned_sq h (ω₀ - ω) g
  have hc : Commute (excitation a b) (detuned (ω₀ - ω) g a b) := by
    unfold detuned
    exact ((excitation_commute h).2.smul_right _).add_right
      ((excitation_commute h).1.smul_right _)
  have hH : ∀ χ : M, hamiltonian ω ω₀ g a b • χ =
      ω • (excitation a b • χ - (1 / 2 : ℂ) • χ) + detuned (ω₀ - ω) g a b • χ := by
    intro χ
    rw [hamiltonian_eq, add_smul, smul_assoc, sub_smul, smul_assoc, one_smul]
  generalize detuned (ω₀ - ω) g a b = K at hsq hc hH ⊢
  have hK2 : K • K • φ = Ω ^ 2 • φ := by
    rw [← mul_smul, ← pow_two, hsq, add_smul, smul_assoc, smul_assoc, one_smul, hN,
      smul_smul, ← add_smul, hΩ]
  -- the new vector is an eigenvector of both `K` and `N`
  have hKχ : K • (K • φ + Ω • φ) = Ω • (K • φ + Ω • φ) := by
    rw [smul_add K, hK2, smul_comm K Ω φ, smul_add Ω, smul_smul Ω Ω φ, pow_two Ω]
    exact add_comm _ _
  have hNχ : excitation a b • (K • φ + Ω • φ) = n • (K • φ + Ω • φ) := by
    rw [smul_add (excitation a b), ← mul_smul (excitation a b) K φ, hc.eq, mul_smul, hN,
      smul_comm (excitation a b) Ω φ, hN, smul_comm K n φ, smul_comm Ω n φ, smul_add n]
  rw [hH, hNχ, hKχ]
  generalize K • φ + Ω • φ = χ
  module
```

If $\Omega$ is not a root, $K\chi-\Omega\chi=(K^2-\Omega^2)\varphi$ is a nonzero multiple of any nonzero $\varphi$. If $\varphi$ lacks definite $N$, then at $\omega=0$ the eigenvalue equation misses by $g^2(N-n)\varphi$.

The theorem allows $\chi=0$. For spin down and no bosons, $K\varphi=-\tfrac12(\omega_0-\omega)\varphi$, so the root $\Omega=\tfrac12(\omega_0-\omega)$ gives no state.

Take $\omega=10$, $\omega_0=13$, $g=1$ and $n=4$. In the normalised basis $|{\uparrow},3\rangle,|{\downarrow},4\rangle$,
$$H=\begin{pmatrix}36.5&2\\2&33.5\end{pmatrix},\qquad \Omega=\pm\sqrt{\tfrac94+4}=\pm\tfrac52 ,$$
so the energies are $35\pm2.5$. Starting from $\varphi=|{\downarrow},4\rangle$, the upper root gives $\chi=2|{\uparrow},3\rangle+|{\downarrow},4\rangle$. The normalised states are $(2|{\uparrow},3\rangle+|{\downarrow},4\rangle)/\sqrt5$ at 37.5 and $(|{\uparrow},3\rangle-2|{\downarrow},4\rangle)/\sqrt5$ at 32.5.

In cavity quantum electrodynamics these are the dressed levels of an atom, within the model of two atomic levels, one lossless mode and no counter-rotating terms. A simulation that keeps only the boson numbers $0$ to $m$ breaks $ab-ba=1$, since a commutator of finite matrices has trace zero. With the usual truncated matrices, only $|{\uparrow},m\rangle$ is affected, as it loses its partner $|{\downarrow},m+1\rangle$; the levels with $n\le m$ stay exact.

## Polynomials as boson states

The relation does hold on complex polynomials, with $a=d/dX$ and $b$ multiplication by $X$. The product rule gives $(Xp)'-Xp'=p$ for every polynomial $p$, and the proof applies it after `LinearMap.ext` reduces the operator identity to one on $p$. The monomial $X^k$ plays the part of an unnormalised $k$-boson state; the normalised one is $X^k/\sqrt{k!}$.

What remains for the physical system is the passage to Fock space, where $b$ is the adjoint of $a$ and both are unbounded. The theorems use no inner product, and their $n$, $E$ and parameters may be any complex numbers.

```lean
/-- On complex polynomials, differentiation as `a` and multiplication by `X` as `b` satisfy
`ab - ba = 1`. -/
theorem commutation_witness :
    (Polynomial.derivative : Module.End ℂ (Polynomial ℂ)) *
        LinearMap.mulLeft ℂ (Polynomial.X : Polynomial ℂ) -
      LinearMap.mulLeft ℂ (Polynomial.X : Polynomial ℂ) *
        (Polynomial.derivative : Module.End ℂ (Polynomial ℂ)) = 1 := by
  refine LinearMap.ext fun p => ?_
  simp [Module.End.mul_apply, Polynomial.derivative_mul]

end

end JaynesCummings
```

```lean
#print axioms JaynesCummings.coupling_sq_iff
#print axioms JaynesCummings.excitation_conserved
#print axioms JaynesCummings.dressed_energy
#print axioms JaynesCummings.dressed_state
```

```
'JaynesCummings.coupling_sq_iff' depends on axioms: [propext, Classical.choice, Quot.sound]
'JaynesCummings.excitation_conserved' depends on axioms: [propext, Classical.choice, Quot.sound]
'JaynesCummings.dressed_energy' depends on axioms: [propext, Classical.choice, Quot.sound]
'JaynesCummings.dressed_state' depends on axioms: [propext, Classical.choice, Quot.sound]
```
